# For errors with nonpositive mutual overlaps, nonnegative DIIS coefficients reach the unconstrained minimum

A self-consistent field calculation accelerated by DIIS (direct inversion in the iterative subspace) stores several trial solutions with their error vectors \(e_i\), and mixes them with coefficients \(c_i\) that sum to one. Negative coefficients can take the mixture outside the convex hull of the stored solutions; nonnegative ones keep it inside. DIIS chooses the coefficients to minimise the norm of the same combination of the errors, \(\sum_i c_ie_i\). How much higher is this minimum if the coefficients must be nonnegative? It is no higher if no two stored errors have positive overlap.

Write \(r(c)=\sum_i c_i e_i\) for the mixed error, `residual` in Lean. If the error depends nonlinearly on the solution, \(r(c)\) need not equal the error of the mixed solution. The index type `ι` is finite, and the errors lie in a real inner product space `E` of any dimension, for example real matrices with the Frobenius product.

```lean
import Mathlib

open Finset

namespace ConvexVersusUnconstrainedDIIS

noncomputable section

variable {ι E : Type*} [Fintype ι] [NormedAddCommGroup E] [InnerProductSpace ℝ E]

/-- The extrapolated error `∑ cᵢ eᵢ` formed from stored errors `e` and coefficients `c`. -/
def residual (e : ι → E) (c : ι → ℝ) : E := ∑ i, c i • e i
```

The overlap condition is \(\langle e_i,e_j\rangle\le 0\) for \(i\ne j\).

```lean
/-- Distinct stored errors have nonpositive overlap. -/
def PairwiseObtuse (e : ι → E) : Prop :=
  ∀ i j, i ≠ j → inner ℝ (e i) (e j) ≤ 0
```

`IsDIIS` says that \(c\) minimises \(\|r(c)\|\) among all real coefficients with sum one, and `IsConvexDIIS` says the same among the nonnegative ones. Neither includes uniqueness, and the existence of a minimiser is not proved.

```lean
/-- The coefficients `c` sum to one and minimise the norm of the extrapolated error
among all real coefficients that sum to one. -/
def IsDIIS (e : ι → E) (c : ι → ℝ) : Prop :=
  ∑ i, c i = 1 ∧ ∀ a : ι → ℝ, ∑ i, a i = 1 → ‖residual e c‖ ≤ ‖residual e a‖

/-- The coefficients `c` are nonnegative, sum to one, and minimise the norm of the
extrapolated error among all nonnegative coefficients that sum to one. -/
def IsConvexDIIS (e : ι → E) (c : ι → ℝ) : Prop :=
  (∀ i, 0 ≤ c i) ∧ ∑ i, c i = 1 ∧
    ∀ a : ι → ℝ, (∀ i, 0 ≤ a i) → ∑ i, a i = 1 → ‖residual e c‖ ≤ ‖residual e a‖
```

The folded coefficients are \(d_i=|c_i|/S\), with \(S=\sum_j|c_j|\).

```lean
/-- The absolute values of the coefficients, divided by their sum. -/
def foldedCoeff (c : ι → ℝ) (i : ι) : ℝ := |c i| / ∑ j, |c j|
```

## Errors at right or obtuse angles

Geometrically, `PairwiseObtuse` says that no stored error has a positive component along another. Along a single direction, two errors of opposite sign satisfy it; a third nonzero error along that direction breaks it. The condition is assumed here, not derived from an iteration.

It enters through the expansion

\[
\|r(c)\|^2=\sum_{i,j}c_ic_j\langle e_i,e_j\rangle .
\]

```lean
/-- The squared norm of the extrapolated error is the quadratic form of the error overlaps. -/
theorem norm_residual_sq (e : ι → E) (c : ι → ℝ) :
    ‖residual e c‖ ^ 2 = ∑ i, ∑ j, c i * c j * inner ℝ (e i) (e j) := by
  rw [← real_inner_self_eq_norm_sq, residual, sum_inner]
  refine Finset.sum_congr rfl fun i _ => ?_
  rw [inner_sum]
  refine Finset.sum_congr rfl fun j _ => ?_
  rw [real_inner_smul_left, real_inner_smul_right]
  ring
```

Replace each \(c_i\) by \(|c_i|\). Diagonal terms stay the same, since \(|c_i|^2=c_i^2\). Off the diagonal, \(c_ic_j\le|c_i||c_j|\), and multiplying by a nonpositive overlap reverses the inequality:

\[
|c_i||c_j|\langle e_i,e_j\rangle\le c_ic_j\langle e_i,e_j\rangle .
\]

Summing gives \(\|r(|c|)\|\le\|r(c)\|\), where \(|c|\) has entries \(|c_i|\). The proof makes the same split with `by_cases hij`, and `nlinarith` passes from squares to norms.

```lean
/-- For errors with nonpositive mutual overlaps, replacing every coefficient by its
absolute value does not increase the norm of the extrapolated error. -/
theorem norm_residual_abs_le {e : ι → E} (he : PairwiseObtuse e) (c : ι → ℝ) :
    ‖residual e (fun i => |c i|)‖ ≤ ‖residual e c‖ := by
  have hsq : ‖residual e (fun i => |c i|)‖ ^ 2 ≤ ‖residual e c‖ ^ 2 := by
    rw [norm_residual_sq, norm_residual_sq]
    refine Finset.sum_le_sum fun i _ => Finset.sum_le_sum fun j _ => ?_
    by_cases hij : i = j
    · -- diagonal terms do not change
      subst hij
      exact le_of_eq (by rw [abs_mul_abs_self])
    · -- off-diagonal terms can only go down
      have h : c i * c j ≤ |c i| * |c j| := by
        rw [← abs_mul]
        exact le_abs_self _
      exact mul_le_mul_of_nonpos_right h (he i j hij)
  by_contra h
  rw [not_le] at h
  nlinarith [norm_nonneg (residual e c)]
```

## Coefficients with sum one

The constraint makes the mixture an affine combination: if all stored trial solutions coincide, mixing returns that same solution. By hand it gives \(S\ge\sum_i c_i=1\).

```lean
/-- Coefficients that sum to one have absolute values that sum to at least one. -/
theorem one_le_sum_abs {c : ι → ℝ} (hc : ∑ i, c i = 1) : 1 ≤ ∑ i, |c i| := by
  rw [← hc]
  exact Finset.sum_le_sum fun i _ => le_abs_self _
```

Since \(r(|c|)=S\,r(d)\), the previous inequality becomes

\[
S\,\|r(d)\|\le\|r(c)\| .
\]

In Lean, `h` is the identity between the two residuals, and the `calc` block takes norms.

```lean
/-- For errors with nonpositive mutual overlaps and coefficients that sum to one, `∑ |cⱼ|` times the
norm of the folded extrapolated error is at most the norm of the original one. -/
theorem sum_abs_mul_norm_folded_le {e : ι → E} (he : PairwiseObtuse e) {c : ι → ℝ}
    (hc : ∑ i, c i = 1) :
    (∑ j, |c j|) * ‖residual e (foldedCoeff c)‖ ≤ ‖residual e c‖ := by
  have hS : 0 < ∑ j, |c j| := lt_of_lt_of_le one_pos (one_le_sum_abs hc)
  have h : (∑ j, |c j|) • residual e (foldedCoeff c) = residual e (fun i => |c i|) := by
    unfold residual
    rw [Finset.smul_sum]
    refine Finset.sum_congr rfl fun i _ => ?_
    have hi : (∑ j, |c j|) * foldedCoeff c i = |c i| := by
      unfold foldedCoeff
      exact mul_div_cancel₀ _ hS.ne'
    rw [smul_smul, hi]
  calc (∑ j, |c j|) * ‖residual e (foldedCoeff c)‖
      = ‖(∑ j, |c j|) • residual e (foldedCoeff c)‖ := by
        rw [norm_smul, Real.norm_of_nonneg hS.le]
    _ ≤ ‖residual e c‖ := by
        rw [h]
        exact norm_residual_abs_le he c
```

Without the constraint, folding can raise the norm: for one nonzero error and \(c=1/2\), the folded coefficient is 1 and the residual doubles.

## Minimality of the starting coefficients

Let \(c\) be a DIIS solution and \(a\) any coefficients with sum one. Then

\[
\|r(d)\|\le S\|r(d)\|\le\|r(c)\|\le\|r(a)\| .
\]

The \(d_i\) are nonnegative and sum to \(S/S=1\), so \(d\) is also an unconstrained minimiser. The chain of `.trans` steps is this line.

```lean
/-- For errors with nonpositive mutual overlaps, folding any DIIS minimiser gives
nonnegative coefficients that are again a minimiser of the unconstrained problem. -/
theorem folded_isDIIS {e : ι → E} (he : PairwiseObtuse e) {c : ι → ℝ} (hc : IsDIIS e c) :
    (∀ i, 0 ≤ foldedCoeff c i) ∧ IsDIIS e (foldedCoeff c) := by
  have hS := one_le_sum_abs hc.1
  refine ⟨fun i => div_nonneg (abs_nonneg _) (by linarith), ?_, fun a ha => ?_⟩
  · unfold foldedCoeff
    rw [← Finset.sum_div]
    exact div_self (by linarith)
  · exact ((le_mul_of_one_le_left (norm_nonneg _) hS).trans
      (sum_abs_mul_norm_folded_le he hc.1)).trans (hc.2 a ha)
```

If \(c\) has sum one but is not a minimiser, folding still does not raise the norm, but \(d\) need not be optimal.

Folding the competitor instead shows that every convex solution is an unconstrained one: it does at least as well as the folded \(a\), which does at least as well as \(a\). Conversely, a nonnegative solution of the unconstrained problem is a convex solution, because it already does at least as well as every competitor, nonnegative or not.

```lean
/-- For errors with nonpositive mutual overlaps, the solutions of convex DIIS are exactly
the nonnegative solutions of unconstrained DIIS. -/
theorem isConvexDIIS_iff {e : ι → E} (he : PairwiseObtuse e) (c : ι → ℝ) :
    IsConvexDIIS e c ↔ (∀ i, 0 ≤ c i) ∧ IsDIIS e c := by
  constructor
  · rintro ⟨h0, h1, hmin⟩
    refine ⟨h0, h1, fun a ha => ?_⟩
    -- compare with the folded version of the unconstrained competitor
    have hS := one_le_sum_abs ha
    have hf0 : ∀ i, 0 ≤ foldedCoeff a i := fun i =>
      div_nonneg (abs_nonneg _) (by linarith)
    have hf1 : ∑ i, foldedCoeff a i = 1 := by
      unfold foldedCoeff
      rw [← Finset.sum_div]
      exact div_self (by linarith)
    exact (hmin _ hf0 hf1).trans ((le_mul_of_one_le_left (norm_nonneg _) hS).trans
      (sum_abs_mul_norm_folded_le he ha))
  · rintro ⟨h0, h1, hmin⟩
    exact ⟨h0, h1, fun a _ ha => hmin a ha⟩
```

For such errors, restricting a DIIS step to nonnegative coefficients therefore loses no residual reduction in that linear step; the theorems do not address convergence of the nonlinear iteration.

## A nonzero optimal residual

A nonzero optimal residual means that no coefficients with sum one cancel the stored errors completely. Minimality gives \(\|r(c)\|\le\|r(d)\|\), hence \(S\|r(c)\|\le\|r(c)\|\) and \(S\le1\). Then \(\sum_j(|c_j|-c_j)=S-1\le0\). Each term is nonnegative, so each vanishes, and \(c_i=|c_i|\ge0\). In Lean, `hle` is \(S\le1\), and `Finset.single_le_sum` bounds one term by the sum.

```lean
/-- For errors with nonpositive mutual overlaps, an unconstrained DIIS minimiser with
nonzero extrapolated error has no negative coefficient. -/
theorem nonneg_of_residual_ne_zero {e : ι → E} (he : PairwiseObtuse e) {c : ι → ℝ}
    (hc : IsDIIS e c) (hr : residual e c ≠ 0) (i : ι) : 0 ≤ c i := by
  have hN : 0 < ‖residual e c‖ := norm_pos_iff.2 hr
  have hS := one_le_sum_abs hc.1
  have h1 := sum_abs_mul_norm_folded_le he hc.1
  have h2 := hc.2 _ (folded_isDIIS he hc).2.1
  -- optimality leaves no room for a gain, so the absolute values sum to one
  have hle : ∑ j, |c j| ≤ 1 := by
    have h3 : (∑ j, |c j|) * ‖residual e c‖ ≤ 1 * ‖residual e c‖ := by
      rw [one_mul]
      exact (mul_le_mul_of_nonneg_left h2 (by linarith)).trans h1
    exact le_of_mul_le_mul_right h3 hN
  have h4 : |c i| - c i ≤ ∑ j, (|c j| - c j) :=
    Finset.single_le_sum (f := fun j => |c j| - c j)
      (fun j _ => sub_nonneg.2 (le_abs_self (c j))) (Finset.mem_univ i)
  rw [Finset.sum_sub_distrib, hc.1] at h4
  linarith [abs_nonneg (c i)]
```

With zero residual, negative coefficients can survive. The errors \(1,-1,0\) with coefficients \(1,1,-1\) cancel exactly, and folding gives \(1/3,1/3,1/3\), another minimiser. The example illustrates the algebra, not a typical DIIS step: the zero error belongs to a trial solution that has already converged.

```lean
/-- The errors `1, -1, 0` on the real line have nonpositive mutual overlaps, the coefficients
`1, 1, -1` are a DIIS minimiser for them, and folding turns these into `1/3, 1/3, 1/3`. -/
theorem folded_isDIIS_witness :
    PairwiseObtuse (![1, -1, 0] : Fin 3 → ℝ) ∧
    IsDIIS (![1, -1, 0] : Fin 3 → ℝ) ![1, 1, -1] ∧
    foldedCoeff (![1, 1, -1] : Fin 3 → ℝ) = fun _ => 1 / 3 := by
  refine ⟨?_, ⟨by (norm_num [Fin.sum_univ_three]; show (2 : ℝ) + (-1) = 1; norm_num),
    fun a _ => ?_⟩, ?_⟩
  · intro i j hij
    fin_cases i <;> fin_cases j <;>
      first
        | exact (hij rfl).elim
        | norm_num [RCLike.inner_apply]
  · have h : residual (![1, -1, 0] : Fin 3 → ℝ) ![1, 1, -1] = 0 := by
      norm_num [residual, Fin.sum_univ_three]
      exact Or.inr rfl
    rw [h, norm_zero]
    exact norm_nonneg _
  · funext i
    fin_cases i <;>
      (norm_num [foldedCoeff, Fin.sum_univ_three]
       show ((2 : ℝ) + |(-1 : ℝ)|)⁻¹ = 1 / 3
       norm_num)
```

## What a positive overlap can change

The errors \(1,2\) have overlap 2. Coefficients \(2,-1\) give zero residual, so any minimiser must satisfy \(c_0+2c_1=0\) and \(c_0+c_1=1\). This forces \(c_1=-1\), and no nonnegative choice is optimal. Not every positive overlap has this effect: for two equal nonzero errors, all coefficients with sum one give the same residual. The proof extracts the same two equations as `h3` and `h4`.

```lean
/-- For the errors `1, 2` on the real line, whose overlap is positive, the coefficients
`2, -1` are a DIIS minimiser and no nonnegative coefficients are one. -/
theorem positive_overlap_counterexample :
    IsDIIS (![1, 2] : Fin 2 → ℝ) ![2, -1] ∧
    ∀ c : Fin 2 → ℝ, (∀ i, 0 ≤ c i) → ¬ IsDIIS (![1, 2] : Fin 2 → ℝ) c := by
  have h : residual (![1, 2] : Fin 2 → ℝ) ![2, -1] = 0 := by
    norm_num [residual, Fin.sum_univ_two]
  have hs : ∑ i, (![2, -1] : Fin 2 → ℝ) i = 1 := by
    norm_num [Fin.sum_univ_two]
  refine ⟨⟨hs, fun a _ => ?_⟩, fun c h0 hc => ?_⟩
  · rw [h, norm_zero]
    exact norm_nonneg _
  · -- an optimal residual would vanish, which forces a negative coefficient
    have h1 := hc.2 _ hs
    rw [h, norm_zero] at h1
    have h2 : residual (![1, 2] : Fin 2 → ℝ) c = 0 := norm_le_zero_iff.1 h1
    have h3 : c 0 * 1 + c 1 * 2 = 0 := by
      simpa [residual, Fin.sum_univ_two] using h2
    have h4 := hc.1
    rw [Fin.sum_univ_two] at h4
    linarith [h0 0, h0 1]

end

end ConvexVersusUnconstrainedDIIS
```

```lean
#print axioms ConvexVersusUnconstrainedDIIS.folded_isDIIS
#print axioms ConvexVersusUnconstrainedDIIS.isConvexDIIS_iff
#print axioms ConvexVersusUnconstrainedDIIS.nonneg_of_residual_ne_zero
#print axioms ConvexVersusUnconstrainedDIIS.positive_overlap_counterexample
```

```
'ConvexVersusUnconstrainedDIIS.folded_isDIIS' depends on axioms: [propext, Classical.choice, Quot.sound]
'ConvexVersusUnconstrainedDIIS.isConvexDIIS_iff' depends on axioms: [propext, Classical.choice, Quot.sound]
'ConvexVersusUnconstrainedDIIS.nonneg_of_residual_ne_zero' depends on axioms: [propext, Classical.choice, Quot.sound]
'ConvexVersusUnconstrainedDIIS.positive_overlap_counterexample' depends on axioms: [propext, Classical.choice, Quot.sound]
```
